# The product of numerator and denominator in the [2/2] Padé approximant to a matrix exponential

For a real square matrix K of finite size, let q(K) = 1 + K/2 + K²/12; the lemma states that q(K) q(-K) = 1 - K²/12 + K⁴/144. The factors q(K) and q(-K) are the numerator and denominator of the [2/2] Padé approximant to exp(K), which is a rotation of real orbitals when K is antisymmetric. The lemma does not assume antisymmetry, and says nothing about the inverse of q(-K) or the accuracy of the approximant. The proof multiplies out the product with `simp only`, then leaves `module` to compare the coefficients of the matrix terms on both sides.

In Lean, a first try:

```lean
import Mathlib

open Matrix

namespace PadeOrbitalRotation

noncomputable section

variable {m n : Type*} [Fintype m] [Fintype n] [DecidableEq n]

/-- The polynomial `q(K) = 1 + K/2 + K²/12` of a matrix `K`. -/
def padeNum (K : Matrix n n ℝ) : Matrix n n ℝ :=
  1 + (1 / 2 : ℝ) • K + (1 / 12 : ℝ) • (K * K)

/-- The product `q(K) q(-K)` equals `1 - K²/12 + K⁴/144`. -/
theorem padeNum_mul_neg (K : Matrix n n ℝ) :
    padeNum K * padeNum (-K)
      = 1 - (1 / 12 : ℝ) • (K * K) + (1 / 144 : ℝ) • (K * K * (K * K)) := by
  simp only [padeNum, neg_mul_neg, smul_neg, mul_add, add_mul, mul_neg, smul_mul_assoc,
    mul_smul_comm, one_mul, mul_one, mul_assoc]
  module

end

end PadeOrbitalRotation
```

Lean reports:

```
Main.lean:21:2: error: ring failed, ring expressions not equal
n : Type u_2
inst✝¹ : Fintype n
inst✝ : DecidableEq n
K : Matrix n n ℝ
⊢ -1 / 6 = -1 / 12
Main.lean:19:22: warning: This simp argument is unused:
  neg_mul_neg

Hint: Omit it from the simp argument list.
  [apply] simp only [padeNum, smul_neg, mul_add, add_mul, mul_neg, smul_mul_assoc, mul_smul_comm, one_mul, mul_one,
    mul_assoc]

Note: This linter can be disabled with `set_option linter.unusedSimpArgs false`
```

Diagnosis. The error says that the coefficients `module` found for `K * K` differ: -1/6 on the left, -1/12 on the right. The missing 1/12 belongs to the square inside `padeNum (-K)`, which is `-K * -K`. Both `neg_mul_neg` and `mul_neg` match this term, but `mul_neg` rewrote it first, to `-(-K * K)`. After that `neg_mul_neg` no longer fitted, hence the warning that it is unused, and no lemma in the list could move the remaining minus sign out of the left factor. `module` does not look inside matrix products, so it counted `-K * K` as a term unrelated to `K * K`.

The cure is `Matrix.neg_mul`, which takes the sign out of the left factor, so that the square becomes `K * K` and its 1/12 is counted. The added `neg_neg` cancels the double minus, which `module` could also do. Dropping `neg_mul_neg` and replacing the other general product lemmas by their `Matrix` versions is tidying.

The mended proof, as a diff:

```diff
@@ -17,6 +17,7 @@
     padeNum K * padeNum (-K)
       = 1 - (1 / 12 : ℝ) • (K * K) + (1 / 144 : ℝ) • (K * K * (K * K)) := by
-  simp only [padeNum, neg_mul_neg, smul_neg, mul_add, add_mul, mul_neg, smul_mul_assoc,
-    mul_smul_comm, one_mul, mul_one, mul_assoc]
+  simp only [padeNum, Matrix.neg_mul, Matrix.mul_neg, neg_neg, smul_neg, Matrix.mul_add,
+    Matrix.add_mul, Matrix.smul_mul, Matrix.mul_smul, Matrix.one_mul, Matrix.mul_one,
+    Matrix.mul_assoc]
   module
 
```
